# With H and V both the generator of plane rotations, the powers of the amplification matrix at r = 1 do not tend to zero

The amplification matrix of two real square matrices H and V is (V + r)⁻¹(r − H)(H + r)⁻¹(r − V), and here H and V are both J, the 2 × 2 generator of plane rotations. The theorem states that x · Jx = 0 for every real vector x, that J + J is invertible, and that at r = 1 the powers of the amplification matrix nevertheless do not tend to zero. For the last part the proof computes (J + 1)⁻¹ explicitly and uses it to show that the amplification matrix is −1. Its even powers are then all the identity, so if the powers tended to zero, uniqueness of limits would give 1 = 0.

In Lean, a first try:

```lean
import Mathlib

open Matrix Filter Topology

namespace StrictPositivityNeeded

noncomputable section

variable {n : Type*} [Fintype n] [DecidableEq n]

/-- The matrix `(V + r)⁻¹(r - H)(H + r)⁻¹(r - V)`, for `H + r` and `V + r` invertible. -/
def amplification (r : ℝ) (H V : Matrix n n ℝ) : Matrix n n ℝ :=
  (V + r • 1)⁻¹ * (r • 1 - H) * (H + r • 1)⁻¹ * (r • 1 - V)

/-- The generator of rotations of the plane. -/
def rotGen : Matrix (Fin 2) (Fin 2) ℝ := !![0, 1; -1, 0]

/-- For `H = V = J`, the generator of plane rotations, `x · J x = 0` for all `x` and `H + V` is
invertible, but at `r = 1` the powers of the amplification matrix do not tend to zero. -/
theorem strict_positivity_needed :
    (∀ x, x ⬝ᵥ (rotGen *ᵥ x) = 0) ∧ IsUnit (rotGen + rotGen).det ∧
      ¬ Tendsto (fun k : ℕ => amplification 1 rotGen rotGen ^ k) atTop (𝓝 0) := by
  refine ⟨fun x => ?_, ?_, fun h => ?_⟩
  · simp only [rotGen, dotProduct, Matrix.mulVec, Fin.sum_univ_two, Matrix.of_apply,
      Matrix.cons_val_zero, Matrix.cons_val_one]
    ring
  · rw [isUnit_iff_ne_zero, Matrix.det_fin_two]
    norm_num [rotGen]
  · have hinv : (rotGen + (1 : ℝ) • 1)⁻¹ = !![1/2, -1/2; 1/2, 1/2] := by
      apply Matrix.inv_eq_right_inv
      ext i j
      fin_cases i <;> fin_cases j <;>
        simp [rotGen, Matrix.mul_apply, Fin.sum_univ_succ] <;> norm_num
    -- the amplification matrix is minus the identity
    have hT : amplification 1 rotGen rotGen = -1 := by
      unfold amplification
      rw [hinv]
      ext i j
      fin_cases i <;> fin_cases j <;>
        simp [rotGen, Matrix.mul_apply, Fin.sum_univ_succ] <;> norm_num
    rw [hT] at h
    have h2 : Tendsto (fun k : ℕ => 2 * k) atTop atTop :=
      tendsto_atTop_mono (fun k => by omega) tendsto_id
    have h3 : Tendsto (fun _ : ℕ => (1 : Matrix (Fin 2) (Fin 2) ℝ)) atTop (𝓝 0) :=
      (h.comp h2).congr fun k => by simp [pow_mul]
    exact one_ne_zero (tendsto_nhds_unique tendsto_const_nhds h3)

end

end StrictPositivityNeeded
```

The error:

```
Main.lean:29:70: error: unsolved goals
case «1».«0»
h : Tendsto (fun k => amplification 1 rotGen rotGen ^ k) atTop (𝓝 0)
⊢ -(1 / 2) + 1 1 (Fin.succ 0) * (1 / 2) = 0

case «1».«1»
h : Tendsto (fun k => amplification 1 rotGen rotGen ^ k) atTop (𝓝 0)
⊢ 1 / 2 + 1 1 (Fin.succ 0) * (1 / 2) = 1
Main.lean:35:52: error: unsolved goals
case «0».«0»
h : Tendsto (fun k => amplification 1 rotGen rotGen ^ k) atTop (𝓝 0)
hinv : (rotGen + 1 • 1)⁻¹ = !![1 / 2, -1 / 2; 1 / 2, 1 / 2]
⊢ (![1 / 2, -(1 / 2)] ᵥ* ((1 - !![0, 1; -1, 0]) * !![1 / 2, -(1 / 2); 1 / 2, 1 / 2])) 0 +
      (![1 / 2, -(1 / 2)] ᵥ* ((1 - !![0, 1; -1, 0]) * !![1 / 2, -(1 / 2); 1 / 2, 1 / 2])) 1 =
    -1

case «0».«1»
h : Tendsto (fun k => amplification 1 rotGen rotGen ^ k) atTop (𝓝 0)
hinv : (rotGen + 1 • 1)⁻¹ = !![1 / 2, -1 / 2; 1 / 2, 1 / 2]
⊢ -(![1 / 2, -(1 / 2)] ᵥ* ((1 - !![0, 1; -1, 0]) * !![1 / 2, -(1 / 2); 1 / 2, 1 / 2])) 0 +
      (![1 / 2, -(1 / 2)] ᵥ* ((1 - !![0, 1; -1, 0]) * !![1 / 2, -(1 / 2); 1 / 2, 1 / 2])) 1 * 1 (Fin.succ 0) 1 =
    0

case «1».«0»
h : Tendsto (fun k => amplification 1 rotGen rotGen ^ k) atTop (𝓝 0)
hinv : (rotGen + 1 • 1)⁻¹ = !![1 / 2, -1 / 2; 1 / 2, 1 / 2]
⊢ (![1 / 2, 1 / 2] ᵥ* ((1 - !![0, 1; -1, 0]) * !![1 / 2, -(1 / 2); 1 / 2, 1 / 2])) 0 +
      (![1 / 2, 1 / 2] ᵥ* ((1 - !![0, 1; -1, 0]) * !![1 / 2, -(1 / 2); 1 / 2, 1 / 2])) 1 =
    0

case «1».«1»
h : Tendsto (fun k => amplification 1 rotGen rotGen ^ k) atTop (𝓝 0)
hinv : (rotGen + 1 • 1)⁻¹ = !![1 / 2, -1 / 2; 1 / 2, 1 / 2]
⊢ -(![1 / 2, 1 / 2] ᵥ* ((1 - !![0, 1; -1, 0]) * !![1 / 2, -(1 / 2); 1 / 2, 1 / 2])) 0 +
      (![1 / 2, 1 / 2] ᵥ* ((1 - !![0, 1; -1, 0]) * !![1 / 2, -(1 / 2); 1 / 2, 1 / 2])) 1 * 1 (Fin.succ 0) 1 =
    -1
Main.lean:43:38: error: omega could not prove the goal:
a possible counterexample may satisfy the constraints
  b ≥ 0
  a ≥ 0
  a - 2*b ≥ 1
where
 a := ↑(id k)
 b := ↑k
```

What went wrong. The first two errors are unfinished matrix calculations. In `hinv`, expanding the sums with `Fin.sum_univ_succ` leaves the identity's entry `1 1 (Fin.succ 0)`. It equals 1, but neither `simp` nor `norm_num` evaluates it with the index in that form. In `hT` similar entries remain, and `simp` also leaves row vectors multiplied (`ᵥ*`) by a matrix product it has not worked out.

The repair makes every matrix explicit first. `hA` and `hB` give J + 1 and 1 − J as 2 × 2 arrays, `Matrix.one_fin_two` does the same for the identity, and `Matrix.mul_fin_two` multiplies the arrays. Only numerical equations between entries are left, and `norm_num` proves them.

The third error concerns the bound used to show that 2k tends to infinity. Because the comparison is with `tendsto_id`, the goal is `id k ≤ 2 * k`, and `omega` treats `id k` as an unknown unrelated to `k`. The line `show k ≤ 2 * k` restates the goal in an equivalent form by definition, which `omega` can prove.

After these edits no error is left:

```diff
@@ -27,19 +27,29 @@
   · rw [isUnit_iff_ne_zero, Matrix.det_fin_two]
     norm_num [rotGen]
-  · have hinv : (rotGen + (1 : ℝ) • 1)⁻¹ = !![1/2, -1/2; 1/2, 1/2] := by
+  · have hA : rotGen + (1 : ℝ) • 1 = !![1, 1; -1, 1] := by
+      rw [Matrix.one_fin_two]
+      ext i j
+      fin_cases i <;> fin_cases j <;> simp [rotGen]
+    have hB : (1 : ℝ) • 1 - rotGen = !![1, -1; 1, 1] := by
+      rw [Matrix.one_fin_two]
+      ext i j
+      fin_cases i <;> fin_cases j <;> simp [rotGen]
+    have hinv : (rotGen + (1 : ℝ) • 1)⁻¹ = !![1/2, -1/2; 1/2, 1/2] := by
+      rw [hA]
       apply Matrix.inv_eq_right_inv
+      rw [Matrix.mul_fin_two, Matrix.one_fin_two]
       ext i j
-      fin_cases i <;> fin_cases j <;>
-        simp [rotGen, Matrix.mul_apply, Fin.sum_univ_succ] <;> norm_num
+      fin_cases i <;> fin_cases j <;> norm_num
     -- the amplification matrix is minus the identity
     have hT : amplification 1 rotGen rotGen = -1 := by
       unfold amplification
-      rw [hinv]
+      rw [hinv, hB]
+      simp only [Matrix.mul_fin_two]
+      rw [Matrix.one_fin_two]
       ext i j
-      fin_cases i <;> fin_cases j <;>
-        simp [rotGen, Matrix.mul_apply, Fin.sum_univ_succ] <;> norm_num
+      fin_cases i <;> fin_cases j <;> norm_num
     rw [hT] at h
     have h2 : Tendsto (fun k : ℕ => 2 * k) atTop atTop :=
-      tendsto_atTop_mono (fun k => by omega) tendsto_id
+      tendsto_atTop_mono (fun k => by show k ≤ 2 * k; omega) tendsto_id
     have h3 : Tendsto (fun _ : ℕ => (1 : Matrix (Fin 2) (Fin 2) ℝ)) atTop (𝓝 0) :=
       (h.comp h2).congr fun k => by simp [pow_mul]
```
